# One peak in an adsorbate spectrum can hide a bonding–antibonding pair

When a calculated density of states is projected onto an adsorbate orbital, the peaks are often counted to decide whether the orbital has split into bonding and antibonding resonances. For a non-interacting adsorbate level coupled to a single broadened metal level at the same energy, that count can miss a split pair. With coupling $V>0$ and metal half-width $g>0$, the spectrum has two maxima exactly when $g<\sqrt2\,V$, whereas the Green function has poles with different real parts exactly when $g<2V$. In the window $\sqrt2\,V\le g<2V$ there is one peak and a split pair of poles.

```lean
import Mathlib

open Filter Topology

namespace AdsorbateResonance

noncomputable section
```

## The level, its spectrum and its resonances

Both levels lie at energy zero. Without the adsorbate, the metal level has the Green function $1/(z+ig)$, where the constant $g$ stands for its decay into the rest of the metal, taken to be independent of energy. Coupling to it gives the adsorbate the self-energy $V^2/(z+ig)$ and the Green function

$$G(z)=\frac{1}{z-\dfrac{V^2}{z+ig}}.$$

This formula is the starting point and is not derived from a Hamiltonian. The adsorbate has no other source of broadening. In Lean, `V` and `g` are real numbers and `z` is complex.

```lean
/-- Adsorbate Green function at complex energy `z`: a level at zero coupled by `V` to a metal
level of half-width `g`. The formula is meant where `z + ig` and the outer denominator
are nonzero. -/
def green (V g : ℝ) (z : ℂ) : ℂ := 1 / (z - (V : ℂ) ^ 2 / (z + Complex.I * g))
```

The spectrum is $\rho(E)=-\operatorname{Im}G(E)/\pi$ at real energy $E$. The minus sign belongs to the retarded convention, in which decay puts the poles in the lower half-plane.

```lean
/-- The adsorbate spectrum `-Im G(E) / π` at real energy `E`. -/
def adsorbateDOS (V g E : ℝ) : ℝ := -(green V g (E : ℂ)).im / Real.pi
```

A resonance is a pole of $G$, a complex energy $z$ at which $|G(w)|\to\infty$ as $w\to z$ with $w\ne z$. The filter `𝓝[≠] z` leaves out the point itself, so the value that Lean gives to a division by zero there has no influence.

```lean
/-- A pole of the Green function: its modulus diverges as the energy approaches `z`. -/
def IsPole (V g : ℝ) (z : ℂ) : Prop :=
  Tendsto (fun w => ‖green V g w‖) (𝓝[≠] z) atTop
```

The two coupled levels have the effective matrix $\begin{pmatrix}0&V\\V&-ig\end{pmatrix}$, whose characteristic polynomial is

$$D(z)=z(z+ig)-V^2.$$

```lean
/-- The secular polynomial `z (z + ig) - V²` of the two coupled levels. -/
def secular (V g : ℝ) (z : ℂ) : ℂ := z * (z + Complex.I * g) - (V : ℂ) ^ 2
```

On the real axis its squared modulus will turn out to be

$$q(E)=(E^2-V^2)^2+g^2E^2.$$

```lean
/-- The real polynomial `(E² - V²)² + g² E²`. -/
def profile (V g E : ℝ) : ℝ := (E ^ 2 - V ^ 2) ^ 2 + g ^ 2 * E ^ 2
```

## From the spectrum to a real polynomial

Multiplying the numerator and denominator of $G$ by $z+ig$ clears the inner fraction:

$$G(z)=\frac{z+ig}{D(z)}\qquad(z+ig\neq0).$$

```lean
variable {V g : ℝ}

/-- Away from the bare metal pole, the Green function is `z + ig` divided by the secular
polynomial. -/
theorem green_eq {z : ℂ} (hz : z + Complex.I * g ≠ 0) :
    green V g z = (z + Complex.I * g) / secular V g z := by
  have h : z - (V : ℂ) ^ 2 / (z + Complex.I * g)
      = secular V g z / (z + Complex.I * g) := by
    unfold secular
    rw [eq_div_iff hz, sub_mul, div_mul_cancel₀ _ hz]
  rw [green, h, one_div_div]
```

The polynomial $q$ is positive everywhere: $q(0)=V^4>0$, and for $E\ne0$ the term $g^2E^2$ is already positive. The proof makes the same case distinction.

```lean
lemma profile_pos (hV : 0 < V) (hg : 0 < g) (E : ℝ) : 0 < profile V g E := by
  unfold profile
  rcases eq_or_ne E 0 with rfl | h
  · nlinarith [pow_pos hV 4]
  · positivity
```

At real $E$ we have $D(E)=(E^2-V^2)+igE$, hence $|D(E)|^2=q(E)$. The imaginary part of the quotient is

$$\operatorname{Im}G(E)=\frac{g(E^2-V^2)-E\cdot gE}{q(E)}=-\frac{gV^2}{q(E)},
\qquad \rho(E)=\frac{gV^2}{\pi\,q(E)}.$$

In the proof, `hre` and `him` are the two parts of $D(E)$, `hn` is the squared modulus, and `Complex.div_im` takes the imaginary part of the quotient. The formula is meant for $V\neq0$: an uncoupled adsorbate level has a delta peak at zero energy, which a pointwise formula cannot show.

```lean
/-- For positive half-width, the spectrum is `g V² / (π ((E² - V²)² + g² E²))`. -/
theorem adsorbateDOS_eq (hg : 0 < g) (E : ℝ) :
    adsorbateDOS V g E = g * V ^ 2 / (Real.pi * profile V g E) := by
  have hN : (E : ℂ) + Complex.I * g ≠ 0 := by
    intro h
    have := congrArg Complex.im h
    simp at this
    exact hg.ne' this
  have hre : (secular V g E).re = E * E - V * V := by simp [secular, pow_two]
  have him : (secular V g E).im = E * g := by simp [secular, pow_two]
  have hn : Complex.normSq (secular V g E) = profile V g E := by
    rw [Complex.normSq_apply, hre, him, profile]; ring
  have h1 : ((E : ℂ) + Complex.I * g).re = E := by simp
  have h2 : ((E : ℂ) + Complex.I * g).im = g := by simp
  rw [adsorbateDOS, green_eq hN, Complex.div_im, hn, hre, him, h1, h2]
  ring
```

The numerator is a positive constant, so $\rho(x)\le\rho(E)$ holds exactly when $q(E)\le q(x)$. Local maxima of the spectrum are therefore local minima of $q$. The comparison is `key`, and the last line transfers it to a neighbourhood of $E$.

```lean
lemma localMax_iff_localMin (hV : 0 < V) (hg : 0 < g) (E : ℝ) :
    IsLocalMax (adsorbateDOS V g) E ↔ IsLocalMin (profile V g) E := by
  have key : ∀ x, adsorbateDOS V g x ≤ adsorbateDOS V g E ↔
      profile V g E ≤ profile V g x := by
    intro x
    have hx := profile_pos hV hg x
    have hE := profile_pos hV hg E
    have hc : 0 < g * V ^ 2 * Real.pi := by positivity
    rw [adsorbateDOS_eq hg, adsorbateDOS_eq hg, div_le_div_iff₀ (by positivity) (by positivity)]
    constructor
    · intro h
      exact le_of_mul_le_mul_left (by linarith) hc
    · intro h
      have := mul_le_mul_of_nonneg_left h hc.le
      linarith
  exact Filter.eventually_congr (Filter.Eventually.of_forall key)
```

## Where the maxima lie

At a local minimum the derivative vanishes:

$$q'(E)=4E(E^2-V^2)+2g^2E=4E\left(E^2-V^2+\tfrac{g^2}{2}\right)=0.$$

The candidates are $E=0$ and $E^2=V^2-g^2/2$.

```lean
lemma critical {E : ℝ} (h : IsLocalMin (profile V g) E) :
    E = 0 ∨ E ^ 2 = V ^ 2 - g ^ 2 / 2 := by
  have hd : HasDerivAt (profile V g) (4 * E * (E ^ 2 - V ^ 2) + 2 * g ^ 2 * E) E :=
    HasDerivAt.congr_deriv ((((hasDerivAt_pow 2 E).sub_const (V ^ 2)).fun_pow 2).fun_add
      ((hasDerivAt_pow 2 E).const_mul (g ^ 2))) (by norm_num; ring)
  have h0 := h.hasDerivAt_eq_zero hd
  have h1 : E * (E ^ 2 - (V ^ 2 - g ^ 2 / 2)) = 0 := by linarith
  exact (mul_eq_zero.1 h1).imp id sub_eq_zero.1
```

Suppose first that $g^2\ge2V^2$. The second candidate then requires $E^2\le0$, which again means $E=0$. This point is a minimum of $q$, because

$$q(x)-q(0)=x^4+(g^2-2V^2)x^2\ge0.$$

The final `nlinarith` receives the two non-negative terms of this sum.

```lean
/-- For positive `V` and `g` with `g² ≥ 2V²`, the only maximum of the spectrum is at zero
energy. -/
theorem localMax_single (hV : 0 < V) (hg : 0 < g) (h : 2 * V ^ 2 ≤ g ^ 2) (E : ℝ) :
    IsLocalMax (adsorbateDOS V g) E ↔ E = 0 := by
  rw [localMax_iff_localMin hV hg]
  constructor
  · intro hm
    rcases critical hm with h0 | h0
    · exact h0
    · exact pow_eq_zero_iff two_ne_zero |>.1 (le_antisymm (by linarith) (sq_nonneg E))
  · rintro rfl
    refine Filter.Eventually.of_forall fun x => ?_
    unfold profile
    nlinarith [mul_nonneg (sq_nonneg x) (sub_nonneg.2 h), sq_nonneg (x ^ 2)]
```

Now suppose that $g^2<2V^2$. Zero energy is no longer a minimum of $q$, since

$$q(t)-q(0)=-t^2\,(2V^2-g^2-t^2)<0$$

for small $t>0$. Lean chooses a $t$ that lies inside the supposed neighbourhood and is at most $\sqrt{V^2-g^2/2}$. The other candidates are minima, as completing the square in $E^2$ shows:

$$q(E)=\left(E^2-V^2+\tfrac{g^2}{2}\right)^2+g^2V^2-\tfrac{g^4}{4}.$$

The square vanishes exactly at $E^2=V^2-g^2/2$. This identity is `e` in the proof.

```lean
/-- For positive `V` and `g` with `g² < 2V²`, the maxima of the spectrum are exactly the
energies with `E² = V² - g²/2`. -/
theorem localMax_double (hV : 0 < V) (hg : 0 < g) (h : g ^ 2 < 2 * V ^ 2) (E : ℝ) :
    IsLocalMax (adsorbateDOS V g) E ↔ E ^ 2 = V ^ 2 - g ^ 2 / 2 := by
  rw [localMax_iff_localMin hV hg]
  constructor
  · intro hm
    rcases critical hm with rfl | h0
    · -- zero energy is a dip of the spectrum: a small shift lowers the profile
      exfalso
      obtain ⟨ε, hε, hb⟩ := Metric.eventually_nhds_iff.1 hm
      have hx : 0 < V ^ 2 - g ^ 2 / 2 := by linarith
      have hs := Real.sqrt_pos.2 hx
      obtain ⟨t, ht, htε, hts⟩ : ∃ t : ℝ, 0 < t ∧ t < ε ∧ t ≤ √(V ^ 2 - g ^ 2 / 2) :=
        ⟨min (ε / 2) _, lt_min (by linarith) hs,
          lt_of_le_of_lt (min_le_left _ _) (by linarith), min_le_right _ _⟩
      have ht2 : t ^ 2 ≤ V ^ 2 - g ^ 2 / 2 := by
        have := pow_le_pow_left₀ ht.le hts 2
        rwa [Real.sq_sqrt hx.le] at this
      have hq : profile V g 0 ≤ profile V g t :=
        hb (by rw [Real.dist_eq, sub_zero, abs_of_pos ht]; exact htε)
      have hp : 0 < t ^ 2 * (2 * V ^ 2 - g ^ 2 - t ^ 2) :=
        mul_pos (by positivity) (by linarith)
      unfold profile at hq
      nlinarith
    · exact h0
  · intro hE
    -- complete the square in E²
    have e : ∀ y, profile V g y =
        (y ^ 2 - (V ^ 2 - g ^ 2 / 2)) ^ 2 + (g ^ 2 * V ^ 2 - g ^ 4 / 4) := by
      intro y; unfold profile; ring
    refine Filter.Eventually.of_forall fun x => ?_
    rw [e E, e x, hE, sub_self]
    nlinarith [sq_nonneg (x ^ 2 - (V ^ 2 - g ^ 2 / 2))]
```

## Poles are roots of the secular polynomial

To take limits at $z$, we need to avoid isolated points where a denominator vanishes. Sufficiently close to $z$, but not at $z$, a variable $w$ differs from any prescribed number $a$.

```lean
lemma eventually_ne_punctured (z a : ℂ) : ∀ᶠ w in 𝓝[≠] z, w ≠ a := by
  rcases eq_or_ne z a with rfl | h
  · exact self_mem_nhdsWithin
  · exact mem_nhdsWithin_of_mem_nhds (isOpen_ne.mem_nhds h)
```

If $D(z)\ne0$, the quotient $(w+ig)/D(w)$ has a finite limit at $z$, so $z$ is not a pole. If $D(z)=0$, then $z+ig\ne0$, since otherwise $D(z)=-V^2\neq0$. Hence

$$\frac1{G(w)}=\frac{D(w)}{w+ig}\to0.$$

Moreover, $D(w)=(w-z)(w+z+ig)$ is nonzero for $w$ near $z$ but different from it. The modulus of $1/G$ thus tends to zero through positive values, and $|G|$ diverges. In Lean these two properties are `hlim` and `hpos`, and `tendsto_inv_nhdsGT_zero` turns them into divergence. The argument includes a double root.

```lean
/-- For nonzero coupling, the poles of the Green function are exactly the roots of the secular
polynomial. -/
theorem isPole_iff (hV : V ≠ 0) (z : ℂ) : IsPole V g z ↔ secular V g z = 0 := by
  have hcN : Continuous fun w : ℂ => w + Complex.I * g := by fun_prop
  have hcD : Continuous (secular V g) := by unfold secular; fun_prop
  have hN : ∀ᶠ w in 𝓝[≠] z, w + Complex.I * g ≠ 0 :=
    (eventually_ne_punctured z (-(Complex.I * g))).mono
      fun w hw h => hw (eq_neg_of_add_eq_zero_left h)
  constructor
  · intro hp
    by_contra hD
    have hlim := ((hcN.continuousAt.div hcD.continuousAt hD).norm.tendsto).mono_left
      (nhdsWithin_le_nhds (a := z) (s := {z}ᶜ))
    refine not_tendsto_atTop_of_tendsto_nhds hlim (hp.congr' ?_)
    filter_upwards [hN] with w hw
    rw [green_eq hw]
    rfl
  · intro hD
    have hz : z + Complex.I * g ≠ 0 := by
      intro h
      rw [secular, h, mul_zero, zero_sub, neg_eq_zero] at hD
      exact hV (by exact_mod_cast (pow_eq_zero_iff two_ne_zero).1 hD)
    -- the inverse Green function tends to zero without vanishing nearby
    have hlim : Tendsto (fun w => ‖secular V g w / (w + Complex.I * g)‖) (𝓝[≠] z) (𝓝 0) := by
      have := ((hcD.continuousAt.div hcN.continuousAt hz).norm.tendsto).mono_left
        (nhdsWithin_le_nhds (a := z) (s := {z}ᶜ))
      simpa [hD] using this
    have hpos : ∀ᶠ w in 𝓝[≠] z, ‖secular V g w / (w + Complex.I * g)‖ ∈ Set.Ioi (0 : ℝ) := by
      filter_upwards [hN, eventually_ne_punctured z z,
        eventually_ne_punctured z (-(z + Complex.I * g))] with w h1 h2 h3
      have hf : secular V g w = (w - z) * (w + (z + Complex.I * g)) := by
        have h4 : secular V g w = secular V g w - secular V g z := by rw [hD, sub_zero]
        rw [h4]; unfold secular; ring
      refine norm_pos_iff.2 (div_ne_zero ?_ h1)
      rw [hf]
      exact mul_ne_zero (sub_ne_zero.2 h2) fun h => h3 (eq_neg_of_add_eq_zero_left h)
    refine (tendsto_inv_nhdsGT_zero.comp
      (tendsto_nhdsWithin_iff.2 ⟨hlim, hpos⟩)).congr' ?_
    filter_upwards [hN] with w hw
    rw [green_eq hw, Function.comp_apply, ← norm_inv, inv_div]
```

Write $z=x+iy$. The real and imaginary parts of $D(z)=0$ are

$$x^2-y^2-gy-V^2=0,\qquad x(2y+g)=0.$$

```lean
lemma secular_eq_zero_iff (z : ℂ) : secular V g z = 0 ↔
    z.re ^ 2 - z.im ^ 2 - g * z.im - V ^ 2 = 0 ∧ z.re * (2 * z.im + g) = 0 := by
  have h1 : (secular V g z).re = z.re ^ 2 - z.im ^ 2 - g * z.im - V ^ 2 := by
    simp [secular, pow_two]
    ring
  have h2 : (secular V g z).im = z.re * (2 * z.im + g) := by
    simp [secular, pow_two]
    ring
  rw [Complex.ext_iff, h1, h2, Complex.zero_re, Complex.zero_im]
```

A root with $x\ne0$ has $y=-g/2$, and the first equation becomes $x^2=V^2-g^2/4$. This is impossible for $g\ge2V$, so every pole then has real part zero. For $g<2V$, the two poles

$$z_\pm=\pm\sqrt{V^2-\tfrac{g^2}{4}}-\tfrac{ig}{2}$$

have different real parts; they are the antibonding and bonding resonances. The proof uses `key` for the first regime and supplies $z_\pm$ explicitly in the second.

```lean
/-- For positive `V` and `g`, two poles with different real parts exist exactly when
`g < 2V`. -/
theorem poles_split_iff (hV : 0 < V) (hg : 0 < g) :
    (∃ z w, IsPole V g z ∧ IsPole V g w ∧ z.re ≠ w.re) ↔ g < 2 * V := by
  simp only [isPole_iff hV.ne', secular_eq_zero_iff]
  constructor
  · rintro ⟨z, w, hz, hw, hne⟩
    by_contra hlt
    -- in the overdamped regime every pole lies on the imaginary axis
    have key : ∀ u : ℂ, u.re ^ 2 - u.im ^ 2 - g * u.im - V ^ 2 = 0 ∧
        u.re * (2 * u.im + g) = 0 → u.re = 0 := by
      rintro u ⟨h1, h2⟩
      by_contra h0
      have h3 : u.im = -g / 2 := by
        have := (mul_eq_zero.1 h2).resolve_left h0
        linarith
      have h4 : 0 < u.re ^ 2 := by positivity
      rw [h3] at h1
      nlinarith
    exact hne ((key z hz).trans (key w hw).symm)
  · intro h
    have hx : 0 < V ^ 2 - g ^ 2 / 4 := by nlinarith
    have hs := Real.sqrt_pos.2 hx
    have hs2 := Real.sq_sqrt hx.le
    refine ⟨⟨√(V ^ 2 - g ^ 2 / 4), -g / 2⟩, ⟨-√(V ^ 2 - g ^ 2 / 4), -g / 2⟩,
      ⟨?_, ?_⟩, ⟨?_, ?_⟩, ?_⟩ <;> dsimp only
    · linarith
    · ring
    · rw [neg_sq]; linarith
    · ring
    · intro h'; linarith
```

## Two thresholds and the window between them

Since $g$ and $V$ are positive, squaring preserves the order, and $g<\sqrt2\,V$ is the same condition as $g^2<2V^2$.

```lean
lemma lt_sqrt_two_mul_iff (hV : 0 < V) (hg : 0 < g) :
    g < √2 * V ↔ g ^ 2 < 2 * V ^ 2 := by
  rw [← pow_lt_pow_iff_left₀ hg.le (by positivity) two_ne_zero, mul_pow,
    Real.sq_sqrt (by norm_num)]
```

For $g\ge\sqrt2\,V$ the set of maxima is $\{0\}$. For $g<\sqrt2\,V$ it is $\{\pm\sqrt{V^2-g^2/2}\}$, which has two distinct elements. In the theorem, `ncard` counts the energies at which the spectrum has a local maximum, so the first equivalence concerns exactly two maxima. The second equivalence says that poles `z` and `w` with `z.re ≠ w.re` exist precisely for $g<2V$. Both thresholds belong to levels at equal energy; the theorem makes no statement about detuned levels or a structured metal band.

```lean
/-- For positive `V` and `g`, the spectrum has exactly two maxima if and only if `g < √2 V`,
whereas the Green function has poles with different real parts if and only if `g < 2V`. -/
theorem peak_and_pole_splitting (hV : 0 < V) (hg : 0 < g) :
    ({E | IsLocalMax (adsorbateDOS V g) E}.ncard = 2 ↔ g < √2 * V) ∧
    ((∃ z w, IsPole V g z ∧ IsPole V g w ∧ z.re ≠ w.re) ↔ g < 2 * V) := by
  refine ⟨?_, poles_split_iff hV hg⟩
  rw [lt_sqrt_two_mul_iff hV hg]
  constructor
  · intro hc
    by_contra h
    have hset : {E | IsLocalMax (adsorbateDOS V g) E} = {0} :=
      Set.ext fun E => localMax_single hV hg (not_lt.1 h) E
    rw [hset, Set.ncard_singleton] at hc
    omega
  · intro h
    have hx : 0 < V ^ 2 - g ^ 2 / 2 := by linarith
    have hs := Real.sqrt_pos.2 hx
    have hset : {E | IsLocalMax (adsorbateDOS V g) E} =
        {√(V ^ 2 - g ^ 2 / 2), -√(V ^ 2 - g ^ 2 / 2)} := by
      ext E
      rw [Set.mem_ofPred_eq, localMax_double hV hg h, Set.mem_insert_iff,
        Set.mem_singleton_iff, ← sq_eq_sq_iff_eq_or_eq_neg, Real.sq_sqrt hx.le]
    rw [hset, Set.ncard_pair (by intro h'; linarith)]
```

Because $\sqrt2<2$, the two criteria disagree for $\sqrt2\,V\le g<2V$. There the spectrum has a local maximum at $E$ if and only if $E=0$, and $G$ still has two poles with different real parts. The lower bound on $g$ already makes it positive, so `hidden_pair` assumes only `0 < V` and the two inequalities of the window. Its proof combines the single-maximum result with the pole criterion.

```lean
/-- For positive `V` and `√2 V ≤ g < 2V`, the spectrum has a single maximum, at zero energy,
although the Green function has two poles with different real parts. -/
theorem hidden_pair (hV : 0 < V) (h1 : √2 * V ≤ g) (h2 : g < 2 * V) :
    (∀ E, IsLocalMax (adsorbateDOS V g) E ↔ E = 0) ∧
    ∃ z w, IsPole V g z ∧ IsPole V g w ∧ z.re ≠ w.re := by
  have hg : 0 < g := lt_of_lt_of_le (by positivity) h1
  have h : 2 * V ^ 2 ≤ g ^ 2 :=
    not_lt.1 fun h' => not_lt_of_ge h1 ((lt_sqrt_two_mul_iff hV hg).2 h')
  exact ⟨localMax_single hV hg h, (poles_split_iff hV hg).2 h2⟩

end

end AdsorbateResonance
```

```lean
#print axioms AdsorbateResonance.peak_and_pole_splitting
#print axioms AdsorbateResonance.hidden_pair
```

```
'AdsorbateResonance.peak_and_pole_splitting' depends on axioms: [propext, Classical.choice, Quot.sound]
'AdsorbateResonance.hidden_pair' depends on axioms: [propext, Classical.choice, Quot.sound]
```
